# The mean of −1/r in the Gaussian wave function exp(−ar²) in three dimensions is −2√(2a/π)

The theorem `attraction_eq` says that for a > 0 the mean of −1/r in the trial wave function exp(−ar²) is −2√(2a/π), the mean being taken with the density exp(−2ar²), the square of that function. In atomic units this is the mean potential energy of one electron attracted to a fixed unit point charge at the Gaussian's centre. The function is not normalised, so the mean is a quotient of two radial integrals over r > 0, that of (−1/r) exp(−2ar²) r² over that of exp(−2ar²) r², with the common angular factor left out. The proof reduces the numerator to a Gaussian moment, puts in the known values of both integrals, writes s for √(2a), and leaves the remaining algebra to `field_simp` and `ring`.

An attempt in Lean 4 with a fault in it:

```lean
import Mathlib

open Real MeasureTheory Set

namespace GaussianHellmannFeynman

noncomputable section

/-- The Gaussian trial function `exp (-a r²)` as a function of the radius. -/
def trial (a r : ℝ) : ℝ := Real.exp (-a * r ^ 2)

/-- The radial norm integral of the trial function; the common angular factor is left out. -/
def normSq (a : ℝ) : ℝ := ∫ r in Ioi (0 : ℝ), trial a r ^ 2 * r ^ 2

/-- The mean of `-1/r` in the trial function. -/
def attraction (a : ℝ) : ℝ :=
  (∫ r in Ioi (0 : ℝ), -1 / r * trial a r ^ 2 * r ^ 2) / normSq a

lemma trial_sq (a r : ℝ) : trial a r ^ 2 = Real.exp (-(2 * a) * r ^ 2) := by
  unfold trial
  rw [← Real.exp_nat_mul]
  congr 1
  push_cast
  ring

/-- The radial moments of a Gaussian in terms of the Gamma function. -/
theorem gaussian_moment (n : ℕ) {b : ℝ} (hb : 0 < b) :
    ∫ r in Ioi (0 : ℝ), r ^ n * Real.exp (-b * r ^ 2) =
      (√b)⁻¹ ^ (n + 1) * (1 / 2) * Real.Gamma (((n : ℝ) + 1) / 2) := by
  have hn : (0 : ℝ) ≤ n := n.cast_nonneg
  have h := integral_rpow_mul_exp_neg_mul_rpow (p := 2) (q := (n : ℝ)) (b := b)
    two_pos (by linarith) hb
  simp only [Real.rpow_natCast, Real.rpow_two] at h
  have hp : b ^ (-((n : ℝ) + 1) / 2) = (√b)⁻¹ ^ (n + 1) := by
    rw [Real.sqrt_eq_rpow, ← Real.rpow_neg hb.le, ← Real.rpow_natCast, ← Real.rpow_mul hb.le]
    congr 1
    push_cast
    ring
  rw [h, hp]

lemma gamma_three_half : Real.Gamma (3 / 2) = √π / 2 := by
  rw [show (3 / 2 : ℝ) = 1 / 2 + 1 by norm_num, Real.Gamma_add_one (by norm_num),
    Real.Gamma_one_half_eq]
  ring

lemma normSq_eq {a : ℝ} (ha : 0 < a) :
    normSq a = (√(2 * a))⁻¹ ^ 3 * (1 / 2) * (√π / 2) := by
  have h := gaussian_moment 2 (b := 2 * a) (by positivity)
  rw [show (((2 : ℕ) : ℝ) + 1) / 2 = 3 / 2 by norm_num, gamma_three_half] at h
  refine Eq.trans ?_ h
  refine setIntegral_congr_fun measurableSet_Ioi (fun r _ => ?_)
  simp only [trial_sq]
  ring

/-- The mean of `-1/r` in the Gaussian is `-2 √(2a/π)`. -/
theorem attraction_eq {a : ℝ} (ha : 0 < a) : attraction a = -(2 * √(2 * a / π)) := by
  have h : ∫ r in Ioi (0 : ℝ), -1 / r * trial a r ^ 2 * r ^ 2 =
      (-1) * ∫ r in Ioi (0 : ℝ), r ^ 1 * Real.exp (-(2 * a) * r ^ 2) := by
    rw [← integral_const_mul]
    refine setIntegral_congr_fun measurableSet_Ioi (fun r hr => ?_)
    have hr' : r ≠ 0 := ne_of_gt hr
    simp only [trial_sq]
    generalize Real.exp (-(2 * a) * r ^ 2) = e
    field_simp <;> ring
  have hs : 0 < √(2 * a) := Real.sqrt_pos.2 (by positivity)
  have hp : 0 < √π := Real.sqrt_pos.2 Real.pi_pos
  rw [attraction, h, gaussian_moment 1 (by positivity), normSq_eq ha,
    show (((1 : ℕ) : ℝ) + 1) / 2 = 1 by norm_num, Real.Gamma_one,
    Real.sqrt_div (by positivity)]
  generalize √(2 * a) = s at hs ⊢
  field_simp <;> ring

end

end GaussianHellmannFeynman
```

The error:

```
Try this:
  [apply] ring_nf
  
  The `ring` tactic failed to close the goal. Use `ring_nf` to obtain a normal form.
    
  Note that `ring` works primarily in *commutative* rings. If you have a noncommutative ring, abelian group or module, consider using `noncomm_ring`, `abel` or `module` instead.
Main.lean:56:83: error: unsolved goals
a : ℝ
ha : 0 < a
h : ∫ (r : ℝ) in Ioi 0, -1 / r * trial a r ^ 2 * r ^ 2 = -1 * ∫ (r : ℝ) in Ioi 0, r ^ 1 * rexp (-(2 * a) * r ^ 2)
hp : 0 < √π
s : ℝ
hs : 0 < s
⊢ -(s ^ 2 * s⁻¹ ^ 2) = -1
```

What went wrong. The error is reported at the theorem's `by`, but it comes from the last line of the proof. `ring` could not close the goal and fell back on `ring_nf` (the "Try this" message), which left `-(s ^ 2 * s⁻¹ ^ 2) = -1`. This is true because s is positive, but `ring` does not use `hs`, and without s ≠ 0 the product s · s⁻¹ can't be replaced by 1. Cancelling such factors is the work of `field_simp`, and it had missed one. `gaussian_moment 1` brings in the power `s⁻¹ ^ (1 + 1)`, with the exponent still a sum. `field_simp` takes a power apart only when its exponent is a numeral, so it cleared the `s⁻¹ ^ 3` from the norm but carried `s⁻¹ ^ (1 + 1)` along as an opaque factor. The exponent became `2` only afterwards, in `ring_nf`, too late for the cancellation.

In the repair, `Nat.reduceAdd` turns `1 + 1` into `2` before `field_simp` runs, and `inv_pow` rewrites powers of `s⁻¹` as inverses of powers of `s`. With a numeral exponent, `field_simp` cancels all powers of s using `hs` and closes the goal alone, so `ring` is no longer needed. Removing `ring` from the proof of `h` is mere tidying: `field_simp` already finishes there, so `<;> ring` had no goal to run on.

Fix (accepted with no message):

```diff
@@ -62,5 +62,5 @@
     simp only [trial_sq]
     generalize Real.exp (-(2 * a) * r ^ 2) = e
-    field_simp <;> ring
+    field_simp
   have hs : 0 < √(2 * a) := Real.sqrt_pos.2 (by positivity)
   have hp : 0 < √π := Real.sqrt_pos.2 Real.pi_pos
@@ -69,5 +69,6 @@
     Real.sqrt_div (by positivity)]
   generalize √(2 * a) = s at hs ⊢
-  field_simp <;> ring
+  simp only [inv_pow, Nat.reduceAdd]
+  field_simp
 
 end
```
